# A common nonzero uniform background drops out of the linear-response U of neutral response matrices

## Sites, occupations and the two responses

Take d ≥ 1 localised sites with occupations q_i, and let a potential shift v_j act on site j. The interacting response matrix is

χ_ij = ∂q_i/∂v_j,

evaluated after the electrons have rearranged self-consistently. The bare response χ₀ is the same derivative with the electronic interaction potential held fixed. Both matrices are real. The interaction matrix f that links them is defined through the Dyson equation

χ = χ₀ + χ₀ f χ,

and its diagonal element f_ii is the linear-response U of site i. If both responses could be inverted, this would give f = χ₀⁻¹ − χ⁻¹.

J denotes the d by d matrix with every entry equal to 1. It is not the Hund exchange parameter that often accompanies U. The number g, with the units of χ, is the strength of a uniform background.

## Charge conservation makes the responses singular

Suppose that the sites together hold all the electrons, whose number is fixed. Raising the potential equally on all sites then moves no charge. The constant vectors are therefore null vectors of χ and χ₀, and neither inverse exists. A remedy is to add the same background to both matrices and to compute

f = (χ₀ + gJ)⁻¹ − (χ + gJ)⁻¹.

The question is whether U then depends on the arbitrary nonzero number g. It does not, provided that both responses are symmetric and that their null vectors are exactly the constant ones. In a DFT+U calculation with finite response matrices of this kind, g needs no convergence study, although a value many orders of magnitude away from the size of the responses can amplify rounding errors.

The null-space condition has two physical parts. Constant potentials have no effect because the sites together hold a conserved charge. No other potential is without effect, which excludes, for example, two groups of sites that exchange no charge with each other. Symmetry is the usual reciprocity of static response.

## The statement in Lean terms

The type `n` labels the sites; it is not an occupation. It is finite and, from `regularized_isUnit` onwards, nonempty, and d is `Fintype.card n`. The other objects are:

- `ones n` is J.
- `IsNeutralResponse χ` says that χ is symmetric and that χv = 0 holds exactly when v is constant.
- `regularized χ g` is χ + gJ.
- `interactionKernel χ₀ χ g` is the difference of inverses above. "Kernel" here means an interaction matrix, not a null space.

The main theorem, `interactionKernel_independent`, takes two neutral responses and two nonzero backgrounds g and h, of either sign. It concludes that χ₀ + gJ and χ + gJ are invertible and that the interaction matrices for g and h are equal. Invertibility is stated separately because Lean assigns the value zero to the inverse of a singular matrix, so the equality alone would say less.

Two further theorems identify the matrix obtained. By `interactionKernel_dyson` it satisfies the Dyson equation and has zero row and column sums. By `interactionKernel_unique` it is the only matrix that does both.

The zero sums are a convention with consequences for U. Since χ₀J = 0 and Jχ = 0, adding s_i + t_j to every element f_ij, with arbitrary numbers s_i and t_j, leaves the Dyson equation intact and shifts the U of site i by s_i + t_i. Neutral responses alone thus fix no single U, only combinations such as f_ii + f_jj − f_ij − f_ji. The regularised inversion selects the one solution whose rows and columns sum to zero. For a single site, the only neutral response is 0 and the resulting U is 0.

Neutrality is assumed, not derived from an electronic-structure model. The step left to the user is to show that computed responses satisfy it: occupations obtained by projection on localised orbitals need not add up to a conserved charge.

## Derivation by hand

**The uniform mode.** Each row of χ sums to zero because χ annihilates the constant vector, so χJ = 0. Symmetry gives Jχ = (χJ)ᵀ = 0. With J² = dJ,

(χ + gJ)J = J(χ + gJ) = gd J.

**Invertibility.** Let (χ + gJ)v = 0 with g ≠ 0. Multiplying by J from the left gives gd Jv = 0, hence Jv = 0. What remains is χv = 0, so v is constant, v_i = c. Then Jv = 0 reads dc = 0, so v = 0. A square matrix without a nonzero null vector is invertible.

**Dependence of one inverse on g.** Write A_g = χ + gJ. Applying A_g⁻¹ to the uniform-mode relation from either side gives

A_g⁻¹J = JA_g⁻¹ = J/(gd).

For nonzero g and h, the resolvent identity then yields

A_g⁻¹ − A_h⁻¹ = A_g⁻¹(A_h − A_g)A_h⁻¹
= (h − g) A_g⁻¹ J A_h⁻¹
= (h − g)/(gh d²) J
= (1/g − 1/h)/d² J.

**Cancellation.** This shift contains no reference to χ. The inverse of χ₀ + gJ shifts by the same matrix, so the difference of the two inverses is unchanged. The cancellation relies on using one value of g in both matrices.

**The Dyson equation.** Let B = χ₀ + gJ and A = χ + gJ, so that f = B⁻¹ − A⁻¹. Both inverses send J to J/(gd), hence fJ = Jf = 0. Multiply BB⁻¹ = 1 by χ from the right:

χ₀B⁻¹χ + gJB⁻¹χ = χ.

The second term is Jχ/d = 0. Likewise, multiply A⁻¹A = 1 by χ₀ from the left:

χ₀A⁻¹χ + gχ₀A⁻¹J = χ₀,

where the second term is χ₀J/d = 0. Subtracting the two results gives χ₀fχ = χ − χ₀.

**Uniqueness.** Let f be any matrix with fJ = Jf = 0 that satisfies the Dyson equation. The background terms vanish next to f, so

BfA = χ₀fχ = χ − χ₀ = A − B.

Hence f = B⁻¹(A − B)A⁻¹ = B⁻¹ − A⁻¹.

**A two-site example.** Label the sites 0 and 1, and let them exchange charge with strength a ≠ 0. In a stable ground state a is positive, since raising the potential of a site lowers its occupation; the algebra needs only a ≠ 0. The response has diagonal entries −a and off-diagonal entries a, and it is symmetric. The first component of χv is a(v₁ − v₀), which vanishes only if v₁ = v₀; conversely, a constant v gives χv = 0. Two such matrices, with equal or different strengths, can serve as χ₀ and χ.

## The complete Lean file

```lean
import Mathlib

open scoped Matrix

namespace LinearResponseU

noncomputable section

variable {n : Type*} [Fintype n] [DecidableEq n]

/-- The all-ones matrix `J`, which couples every site equally to every other. -/
def ones (n : Type*) : Matrix n n ℝ := Matrix.of fun _ _ => 1

/-- A symmetric response matrix for which the potentials that cause no change of the
site occupations are exactly the uniform ones. -/
structure IsNeutralResponse (χ : Matrix n n ℝ) : Prop where
  isSymm : χ.IsSymm
  ker : ∀ v : n → ℝ, χ *ᵥ v = 0 ↔ ∃ c : ℝ, v = fun _ => c

/-- The response matrix with a uniform background of strength `g` added, `χ + g J`. -/
def regularized (χ : Matrix n n ℝ) (g : ℝ) : Matrix n n ℝ := χ + g • ones n

/-- The interaction matrix `(χ₀ + g J)⁻¹ - (χ + g J)⁻¹` of linear response, for
backgrounds `g` that make both matrices invertible. -/
def interactionKernel (χ₀ χ : Matrix n n ℝ) (g : ℝ) : Matrix n n ℝ :=
  (regularized χ₀ g)⁻¹ - (regularized χ g)⁻¹

omit [DecidableEq n] in
/-- The rows and the columns of a neutral response matrix sum to zero. -/
theorem neutral_mul_ones {χ : Matrix n n ℝ} (hχ : IsNeutralResponse χ) :
    χ * ones n = 0 ∧ ones n * χ = 0 := by
  have h : χ * ones n = 0 := by
    ext i j
    have h1 := congrFun ((hχ.ker (fun _ => 1)).2 ⟨1, rfl⟩) i
    simpa [Matrix.mul_apply, ones, Matrix.mulVec, dotProduct] using h1
  refine ⟨h, ?_⟩
  -- the column sums follow from the row sums by symmetry
  calc ones n * χ = (χ * ones n)ᵀ := by
        rw [Matrix.transpose_mul, hχ.isSymm.eq]; rfl
    _ = 0 := by rw [h, Matrix.transpose_zero]

omit [DecidableEq n] in
/-- On the uniform mode, the regularised neutral response acts from either side as
multiplication by `g` times the number of sites. -/
theorem regularized_mul_ones {χ : Matrix n n ℝ} (hχ : IsNeutralResponse χ) (g : ℝ) :
    regularized χ g * ones n = (g * Fintype.card n) • ones n ∧
      ones n * regularized χ g = (g * Fintype.card n) • ones n := by
  have hJ : ones n * ones n = (Fintype.card n : ℝ) • ones n := by
    ext i j
    simp [ones, Matrix.mul_apply]
  constructor
  · rw [regularized, add_mul, (neutral_mul_ones hχ).1, zero_add, smul_mul_assoc, hJ, smul_smul]
  · rw [regularized, mul_add, (neutral_mul_ones hχ).2, zero_add, mul_smul_comm, hJ, smul_smul]

variable [Nonempty n]

/-- A nonzero uniform background makes a neutral response matrix invertible. -/
theorem regularized_isUnit {χ : Matrix n n ℝ} (hχ : IsNeutralResponse χ) {g : ℝ}
    (hg : g ≠ 0) : IsUnit (regularized χ g).det := by
  have hd : (Fintype.card n : ℝ) ≠ 0 := Nat.cast_ne_zero.2 Fintype.card_ne_zero
  rw [isUnit_iff_ne_zero]
  intro hdet
  obtain ⟨v, hv, hMv⟩ := Matrix.exists_mulVec_eq_zero_iff.2 hdet
  -- a null vector has no uniform component
  have h1 : ones n *ᵥ v = 0 := by
    have h2 : (ones n * regularized χ g) *ᵥ v = 0 := by
      rw [← Matrix.mulVec_mulVec, hMv, Matrix.mulVec_zero]
    rw [(regularized_mul_ones hχ g).2, Matrix.smul_mulVec] at h2
    exact (smul_eq_zero.1 h2).resolve_left (mul_ne_zero hg hd)
  -- hence it is a null vector of `χ` itself, and so uniform
  rw [regularized, Matrix.add_mulVec, Matrix.smul_mulVec, h1, smul_zero, add_zero] at hMv
  obtain ⟨c, rfl⟩ := (hχ.ker v).1 hMv
  have e : (ones n *ᵥ fun _ => c) (Classical.arbitrary n) = Fintype.card n * c := by
    simp [ones, Matrix.mulVec, dotProduct]
  have h4 : (Fintype.card n : ℝ) * c = 0 := e.symm.trans (congrFun h1 _)
  exact hv (funext fun _ => (mul_eq_zero.1 h4).resolve_left hd)

/-- For `g ≠ 0`, the inverse of the regularised neutral response acts on the uniform mode
from either side as division by `g` times the number of sites. -/
theorem inv_mul_ones {χ : Matrix n n ℝ} (hχ : IsNeutralResponse χ) {g : ℝ} (hg : g ≠ 0) :
    (regularized χ g)⁻¹ * ones n = (g * Fintype.card n)⁻¹ • ones n ∧
      ones n * (regularized χ g)⁻¹ = (g * Fintype.card n)⁻¹ • ones n := by
  have hgd : g * (Fintype.card n : ℝ) ≠ 0 :=
    mul_ne_zero hg (Nat.cast_ne_zero.2 Fintype.card_ne_zero)
  have hu := regularized_isUnit hχ hg
  constructor
  · rw [eq_inv_smul_iff₀ hgd, ← mul_smul_comm, ← (regularized_mul_ones hχ g).1, ← mul_assoc,
      Matrix.nonsing_inv_mul _ hu, one_mul]
  · rw [eq_inv_smul_iff₀ hgd, ← smul_mul_assoc, ← (regularized_mul_ones hχ g).2, mul_assoc,
      Matrix.mul_nonsing_inv _ hu, mul_one]

/-- Changing the nonzero background from `h` to `g` shifts all elements of the inverse
neutral response by the same amount, `(1/g - 1/h) / d²` for `d` sites. -/
theorem inv_sub_inv {χ : Matrix n n ℝ} (hχ : IsNeutralResponse χ) {g h : ℝ}
    (hg : g ≠ 0) (hh : h ≠ 0) :
    (regularized χ g)⁻¹ - (regularized χ h)⁻¹ =
      ((1 / g - 1 / h) / (Fintype.card n : ℝ) ^ 2) • ones n := by
  have hd : (Fintype.card n : ℝ) ≠ 0 := Nat.cast_ne_zero.2 Fintype.card_ne_zero
  have e : regularized χ h - regularized χ g = (h - g) • ones n := by
    unfold regularized
    module
  -- the resolvent identity
  have r : (regularized χ g)⁻¹ - (regularized χ h)⁻¹ =
      (regularized χ g)⁻¹ * (regularized χ h - regularized χ g) * (regularized χ h)⁻¹ := by
    rw [mul_sub, sub_mul, Matrix.nonsing_inv_mul _ (regularized_isUnit hχ hg), one_mul,
      mul_assoc, Matrix.mul_nonsing_inv _ (regularized_isUnit hχ hh), mul_one]
  rw [r, e, mul_smul_comm, smul_mul_assoc, (inv_mul_ones hχ hg).1, smul_mul_assoc,
    (inv_mul_ones hχ hh).2, smul_smul, smul_smul]
  congr 1
  field_simp

/-- For neutral bare and interacting responses and nonzero backgrounds `g` and `h`, both responses
regularised with `g` are invertible, and the interaction matrix is the same for `g` and `h`. -/
theorem interactionKernel_independent {χ₀ χ : Matrix n n ℝ} (h₀ : IsNeutralResponse χ₀)
    (hχ : IsNeutralResponse χ) {g h : ℝ} (hg : g ≠ 0) (hh : h ≠ 0) :
    IsUnit (regularized χ₀ g) ∧ IsUnit (regularized χ g) ∧
      interactionKernel χ₀ χ g = interactionKernel χ₀ χ h := by
  refine ⟨(Matrix.isUnit_iff_isUnit_det _).2 (regularized_isUnit h₀ hg),
    (Matrix.isUnit_iff_isUnit_det _).2 (regularized_isUnit hχ hg), ?_⟩
  -- both inverses are shifted by the same matrix
  have e : interactionKernel χ₀ χ g - interactionKernel χ₀ χ h =
      ((regularized χ₀ g)⁻¹ - (regularized χ₀ h)⁻¹) -
        ((regularized χ g)⁻¹ - (regularized χ h)⁻¹) := by
    unfold interactionKernel
    abel
  rw [inv_sub_inv h₀ hg hh, inv_sub_inv hχ hg hh, sub_self] at e
  exact sub_eq_zero.1 e

/-- For neutral responses and `g ≠ 0`, the interaction matrix has zero row and column sums
and connects the bare to the interacting response by the Dyson equation. -/
theorem interactionKernel_dyson {χ₀ χ : Matrix n n ℝ} (h₀ : IsNeutralResponse χ₀)
    (hχ : IsNeutralResponse χ) {g : ℝ} (hg : g ≠ 0) :
    interactionKernel χ₀ χ g * ones n = 0 ∧ ones n * interactionKernel χ₀ χ g = 0 ∧
      χ = χ₀ + χ₀ * interactionKernel χ₀ χ g * χ := by
  refine ⟨?_, ?_, ?_⟩
  · rw [interactionKernel, sub_mul, (inv_mul_ones h₀ hg).1, (inv_mul_ones hχ hg).1, sub_self]
  · rw [interactionKernel, mul_sub, (inv_mul_ones h₀ hg).2, (inv_mul_ones hχ hg).2, sub_self]
  -- each inverse undoes its own response, up to a uniform part that the other one removes
  have e1 : χ₀ * (regularized χ₀ g)⁻¹ * χ = χ := by
    have h := congrArg (· * χ) (Matrix.mul_nonsing_inv _ (regularized_isUnit h₀ hg))
    nth_rewrite 1 [regularized] at h
    simpa only [add_mul, smul_mul_assoc, (inv_mul_ones h₀ hg).2, (neutral_mul_ones hχ).2,
      smul_zero, add_zero, one_mul] using h
  have e2 : χ₀ * (regularized χ g)⁻¹ * χ = χ₀ := by
    have h := congrArg (χ₀ * ·) (Matrix.nonsing_inv_mul _ (regularized_isUnit hχ hg))
    nth_rewrite 2 [regularized] at h
    simpa only [mul_add, mul_smul_comm, (inv_mul_ones hχ hg).1, (neutral_mul_ones h₀).1,
      smul_zero, add_zero, mul_one, mul_assoc] using h
  rw [interactionKernel, mul_sub, sub_mul, e1, e2]
  abel

/-- For neutral responses and `g ≠ 0`, a matrix with zero row and column sums that satisfies
the Dyson equation equals the interaction matrix. -/
theorem interactionKernel_unique {χ₀ χ f : Matrix n n ℝ} (h₀ : IsNeutralResponse χ₀)
    (hχ : IsNeutralResponse χ) {g : ℝ} (hg : g ≠ 0) (hr : f * ones n = 0)
    (hc : ones n * f = 0) (hD : χ = χ₀ + χ₀ * f * χ) : f = interactionKernel χ₀ χ g := by
  have u₀ := regularized_isUnit h₀ hg
  have u := regularized_isUnit hχ hg
  -- the background is invisible to `f`
  have e1 : regularized χ₀ g * f = χ₀ * f := by
    rw [regularized, add_mul, smul_mul_assoc, hc, smul_zero, add_zero]
  have e2 : f * regularized χ g = f * χ := by
    rw [regularized, mul_add, mul_smul_comm, hr, smul_zero, add_zero]
  have e3 : regularized χ₀ g * f * regularized χ g = regularized χ g - regularized χ₀ g := by
    rw [e1, mul_assoc, e2, ← mul_assoc, ← sub_eq_of_eq_add' hD]
    unfold regularized
    abel
  calc f = (regularized χ₀ g)⁻¹ * (regularized χ₀ g * f * regularized χ g) *
        (regularized χ g)⁻¹ := by
        rw [mul_assoc (regularized χ₀ g), ← mul_assoc (regularized χ₀ g)⁻¹,
          Matrix.nonsing_inv_mul _ u₀, one_mul, mul_assoc, Matrix.mul_nonsing_inv _ u, mul_one]
    _ = interactionKernel χ₀ χ g := by
        rw [e3, mul_sub, sub_mul, Matrix.nonsing_inv_mul _ u₀, one_mul, mul_assoc,
          Matrix.mul_nonsing_inv _ u, mul_one, interactionKernel]

/-- The response matrix of two sites that exchange charge with strength `a`. -/
def dimer (a : ℝ) : Matrix (Fin 2) (Fin 2) ℝ := !![-a, a; a, -a]

/-- The two-site response of nonzero strength is a neutral response. -/
theorem dimer_witness {a : ℝ} (ha : a ≠ 0) : IsNeutralResponse (dimer a) := by
  refine ⟨?_, fun v => ⟨fun h => ?_, ?_⟩⟩
  · ext i j
    fin_cases i <;> fin_cases j <;> simp [dimer]
  · have e : (dimer a *ᵥ v) 0 = a * (v 1 - v 0) := by
      simp [dimer, Matrix.mulVec, dotProduct, Fin.sum_univ_two]
      ring
    have h1 : a * (v 1 - v 0) = 0 := e.symm.trans (congrFun h 0)
    have h2 : v 1 = v 0 := sub_eq_zero.1 ((mul_eq_zero.1 h1).resolve_left ha)
    refine ⟨v 0, funext fun i => ?_⟩
    fin_cases i
    · rfl
    · exact h2
  · rintro ⟨c, rfl⟩
    ext i
    fin_cases i <;> simp [dimer, Matrix.mulVec, dotProduct, Fin.sum_univ_two]

end

end LinearResponseU
```

```lean
#print axioms LinearResponseU.regularized_isUnit
#print axioms LinearResponseU.interactionKernel_independent
#print axioms LinearResponseU.interactionKernel_dyson
#print axioms LinearResponseU.interactionKernel_unique
```

```
'LinearResponseU.regularized_isUnit' depends on axioms: [propext, Classical.choice, Quot.sound]
'LinearResponseU.interactionKernel_independent' depends on axioms: [propext, Classical.choice, Quot.sound]
'LinearResponseU.interactionKernel_dyson' depends on axioms: [propext, Classical.choice, Quot.sound]
'LinearResponseU.interactionKernel_unique' depends on axioms: [propext, Classical.choice, Quot.sound]
```

## From the uniform mode to the cancellation

`neutral_mul_ones` proves the zero row sums by applying the null-space condition to the vector of ones, and then transposes to obtain the column sums. `regularized_mul_ones` adds J² = dJ and gives the action of χ + gJ on the uniform mode from both sides.

`regularized_isUnit` argues by contradiction. If the determinant vanished, `Matrix.exists_mulVec_eq_zero_iff` would supply a nonzero null vector v. The intermediate result `h1` is Jv = 0. Rewriting with it reduces the null-vector equation to χv = 0, and the null-space condition makes v a constant c. Evaluating Jv at one site gives dc = 0, which contradicts v ≠ 0. Nonemptiness supplies both that site and d ≠ 0.

`inv_mul_ones` carries the uniform-mode relation over to the inverse: `eq_inv_smul_iff₀` moves the factor gd to the other side, where the matrix cancels its inverse. In `inv_sub_inv`, `e` is the difference of the two regularised matrices and `r` is the resolvent identity. After the two inverses have acted on J, `field_simp` settles the remaining identity between scalars.

`interactionKernel_independent` regroups the difference of the two interaction matrices into one shift for χ₀ and one for χ. Both are rewritten with `inv_sub_inv`, and `sub_self` is the cancellation.

## Identifying the interaction matrix

In `interactionKernel_dyson`, the zero sums follow from `inv_mul_ones` applied to both responses. The equations `e1` and `e2` are χ₀B⁻¹χ = χ and χ₀A⁻¹χ = χ₀ from the derivation. Each starts from a matrix times its inverse, with `nth_rewrite` expanding only the factor that is not inverted, so that the background term can be seen to vanish.

In `interactionKernel_unique`, `e1` and `e2` remove the background next to f, and `e3` is BfA = A − B. The closing `calc` multiplies by B⁻¹ on the left and A⁻¹ on the right.

`dimer_witness` checks symmetry entry by entry and reads v₁ = v₀ from the first component of the response. It shows that the neutrality hypothesis can be met on two sites for every nonzero strength.
